# Fourier coefficients of the interstitial step function in a one-dimensional cell

Let a cell $[-L/2, L/2]$ contain one centred muffin tin $[-R, R]$ with $0 < R < L/2$, and let $G = 2\pi n/L$ with $n$ an integer. The step function that is one outside the muffin tin and zero inside has the Fourier coefficients

$$
\frac1L \int_{[-L/2,\,L/2]\setminus[-R,\,R]} e^{-iGx}\,dx =
\begin{cases} 1 - \dfrac{2R}{L}, & n = 0,\\[2mm] -\dfrac{2\sin(GR)}{GL}, & n \neq 0. \end{cases}
$$

This is a special case of a formula for finitely many disjoint muffin tins inside the cell, which is derived first. In augmented-plane-wave methods, such a coefficient is the overlap integral, taken over the interstitial region alone, of two plane waves normalised over the whole cell, with $G$ the wave number of the complex-conjugated one minus that of the other; the model here is one-dimensional, with intervals in place of spheres.

```lean
import Mathlib

open MeasureTheory Set

namespace InterstitialStepFunction

noncomputable section
```

## The cell, the muffin tins and the region between them

The wave numbers that fit the period $L$ are $G = 2\pi n/L$. In Lean, `L` is a real number and `n` an integer, so negative wave numbers are included.

```lean
/-- The reciprocal-lattice wave number `G = 2πn/L` of a cell of length `L ≠ 0`. -/
def waveNumber (L : ℝ) (n : ℤ) : ℝ := 2 * Real.pi * n / L
```

The Fourier convention is fixed by the sign in $e^{-iGx}$. The function takes real arguments and has complex values.

```lean
/-- The plane-wave factor `exp(-iGx)`. -/
def wave (G x : ℝ) : ℂ := Complex.exp (-(Complex.I * G) * x)
```

The cell is the closed interval of length $L$ centred at the origin.

```lean
/-- The unit cell `[-L/2, L/2]`. -/
def cell (L : ℝ) : Set ℝ := Icc (-(L / 2)) (L / 2)
```

A muffin tin with centre $\tau$ and radius $R$ is the closed interval $[\tau - R, \tau + R]$.

```lean
/-- The muffin-tin interval of radius `R` around the atomic position `τ`. -/
def muffinTin (τ R : ℝ) : Set ℝ := Icc (τ - R) (τ + R)
```

Label the muffin tins by $a$, with centres $\tau_a$ and radii $R_a$. The interstitial region is

$$
I = [-L/2, L/2] \setminus \bigcup_a\, [\tau_a - R_a, \tau_a + R_a].
$$

The labels form a type `ι`, which the theorems about several muffin tins require to be finite. It may be empty, and then $I$ is the whole cell.

```lean
/-- The interstitial region: the cell without the muffin tins. -/
def interstitial {ι : Type*} (L : ℝ) (τ R : ι → ℝ) : Set ℝ :=
  cell L \ ⋃ a, muffinTin (τ a) (R a)
```

For a region $S$ within the cell, the step function equal to one on $S$ has the coefficient

$$
c_n(S) = \frac1L \int_S e^{-iGx}\,dx .
$$

The step function itself needs no separate definition, because integrating against it over the cell is the same as integrating over $S$. The integral is the Lebesgue integral.

```lean
/-- The Fourier coefficient, at `G = 2πn/L`, of the step function that is one on the
region `S` and zero elsewhere in a cell of length `L ≠ 0`. -/
def stepCoeff (L : ℝ) (S : Set ℝ) (n : ℤ) : ℂ :=
  1 / L * ∫ x in S, wave (waveNumber L n) x
```

The geometry must satisfy three conditions: $R_a \ge 0$, each muffin tin lies in the cell, and no two muffin tins share a point. They stand for non-overlapping atomic regions. The second one also means that no muffin tin may wrap around the cell boundary into the next period.

```lean
/-- An admissible muffin-tin geometry: the radii are nonnegative, and the muffin tins lie
in the cell and are pairwise disjoint. -/
structure IsPacking {ι : Type*} (L : ℝ) (τ R : ι → ℝ) : Prop where
  nonneg : ∀ a, 0 ≤ R a
  inside : ∀ a, muffinTin (τ a) (R a) ⊆ cell L
  disjoint : Pairwise fun a b => Disjoint (muffinTin (τ a) (R a)) (muffinTin (τ b) (R b))
```

## A plane wave integrated over one muffin tin

The product of the wave number and the cell length is $GL = (2\pi n/L)\,L = 2\pi n$. Later steps use this relation to eliminate $G$.

```lean
/-- In a cell of length `L > 0`, the wave number `G = 2πn/L` satisfies `GL = 2πn`. -/
theorem waveNumber_mul {L : ℝ} (hL : 0 < L) (n : ℤ) :
    waveNumber L n * L = 2 * Real.pi * n := by
  have hL' := hL.ne'
  unfold waveNumber
  field_simp
```

For $G \neq 0$, the antiderivative of $e^{-iGx}$ is $e^{-iGx}/(-iG)$, so

$$
\int_{\tau-R}^{\tau+R} e^{-iGx}\,dx
= \frac{e^{-iG(\tau+R)} - e^{-iG(\tau-R)}}{-iG}
= e^{-iG\tau}\,\frac{e^{-iGR} - e^{iGR}}{-iG}
= e^{-iG\tau}\,\frac{2\sin(GR)}{G}.
$$

The last equality uses $e^{-iGR} - e^{iGR} = -2i\sin(GR)$. In the proof, `integral_exp_mul_complex` supplies the antiderivative, `h1` and `h2` separate the phase of the centre from those of the edges, and `hs` expresses the sine through exponentials. After these rewritings, the closing `linear_combination` uses `hs` and $i^2 = -1$.

```lean
/-- For `G ≠ 0` and `R ≥ 0`, the plane wave integrated over a muffin tin is the phase
`exp(-iGτ)` of its centre times `2 sin(GR)/G`. -/
theorem integral_muffinTin {G R : ℝ} (τ : ℝ) (hG : G ≠ 0) (hR : 0 ≤ R) :
    ∫ x in muffinTin τ R, wave G x = wave G τ * (2 * Real.sin (G * R) / G) := by
  have hG' : (G : ℂ) ≠ 0 := Complex.ofReal_ne_zero.mpr hG
  have hc : -(Complex.I * (G : ℂ)) ≠ 0 := neg_ne_zero.mpr (mul_ne_zero Complex.I_ne_zero hG')
  -- separate the phase of the centre from the phases of the two edges
  have h1 : -(Complex.I * (G : ℂ)) * ((τ + R : ℝ) : ℂ)
      = -(Complex.I * (G : ℂ)) * τ + -((G : ℂ) * R) * Complex.I := by push_cast; ring
  have h2 : -(Complex.I * (G : ℂ)) * ((τ - R : ℝ) : ℂ)
      = -(Complex.I * (G : ℂ)) * τ + ((G : ℂ) * R) * Complex.I := by push_cast; ring
  have hs := Complex.two_sin ((G : ℂ) * R)
  unfold muffinTin wave
  rw [integral_Icc_eq_integral_Ioc, ← intervalIntegral.integral_of_le (by linarith),
    integral_exp_mul_complex hc, h1, h2, Complex.exp_add, Complex.exp_add,
    Complex.ofReal_sin, Complex.ofReal_mul, ← mul_div_assoc, div_eq_div_iff hc hG']
  linear_combination
    (Complex.exp (-(Complex.I * (G : ℂ)) * τ) * Complex.I * G) * hs
    + Complex.exp (-(Complex.I * (G : ℂ)) * τ) * (Complex.exp (-((G : ℂ) * R) * Complex.I)
      - Complex.exp (((G : ℂ) * R) * Complex.I)) * G * Complex.I_sq
```

For $G = 0$ the integrand is one, and the integral is the length of the interval:

$$
\int_{\tau-R}^{\tau+R} 1\,dx = 2R .
$$

```lean
/-- At `G = 0` the integral over a muffin tin of radius `R ≥ 0` is its length `2R`. -/
theorem integral_muffinTin_zero {R : ℝ} (τ : ℝ) (hR : 0 ≤ R) :
    ∫ x in muffinTin τ R, wave 0 x = 2 * R := by
  have hw : ∀ x, wave 0 x = 1 := fun x => by simp [wave]
  simp only [hw]
  unfold muffinTin
  rw [integral_Icc_eq_integral_Ioc, ← intervalIntegral.integral_of_le (by linarith),
    intervalIntegral.integral_const, Complex.real_smul]
  push_cast
  ring
```

## Subtracting the muffin tins from the cell

Since the muffin tins lie in the cell, the cell is the disjoint union of $I$ and the muffin tins. Since these are disjoint from one another, their integrals add:

$$
\int_I e^{-iGx}\,dx = \int_{-L/2}^{L/2} e^{-iGx}\,dx - \sum_a \int_{\tau_a-R_a}^{\tau_a+R_a} e^{-iGx}\,dx .
$$

The proof first notes that a continuous function is integrable on the cell. Then `integral_inter_add_sdiff` splits the cell integral into the parts inside and outside the muffin tins, and `integral_iUnion` splits the inside part into one integral per muffin tin.

```lean
/-- For finitely many disjoint muffin tins inside the cell, the interstitial integral of a
plane wave is the cell integral minus the muffin-tin integrals. -/
theorem integral_interstitial {ι : Type*} [Fintype ι] {L : ℝ} {τ R : ι → ℝ} (G : ℝ)
    (hin : ∀ a, muffinTin (τ a) (R a) ⊆ cell L)
    (hdis : Pairwise fun a b => Disjoint (muffinTin (τ a) (R a)) (muffinTin (τ b) (R b))) :
    ∫ x in interstitial L τ R, wave G x
      = (∫ x in cell L, wave G x) - ∑ a, ∫ x in muffinTin (τ a) (R a), wave G x := by
  have hcont : Continuous (wave G) :=
    Complex.continuous_exp.comp (continuous_const.mul Complex.continuous_ofReal)
  have hm : ∀ a, MeasurableSet (muffinTin (τ a) (R a)) := fun a => measurableSet_Icc
  have hi : IntegrableOn (wave G) (cell L) volume := hcont.continuousOn.integrableOn_Icc
  have hsub : (⋃ a, muffinTin (τ a) (R a)) ⊆ cell L := iUnion_subset hin
  have h := integral_inter_add_sdiff (MeasurableSet.iUnion hm) hi
  rw [inter_eq_self_of_subset_right hsub, integral_iUnion hm hdis (hi.mono_set hsub),
    tsum_fintype] at h
  unfold interstitial
  linear_combination h
```

At $n = 0$ the cell contributes its length $L$ and each muffin tin contributes $2R_a$, so that

$$
c_0(I) = \frac1L\Big(L - \sum_a 2R_a\Big) = 1 - \sum_a \frac{2R_a}{L}.
$$

This is the fraction of the cell that is interstitial. The proof treats the cell as a muffin tin of radius $L/2$ at the origin, which lets the preceding integral serve for both terms.

```lean
/-- For an admissible geometry in a cell of length `L > 0`, the `n = 0` coefficient of the
interstitial region is `1 - ∑ 2R_a/L`. -/
theorem stepCoeff_interstitial_zero {ι : Type*} [Fintype ι] {L : ℝ} {τ R : ι → ℝ}
    (hL : 0 < L) (h : IsPacking L τ R) :
    stepCoeff L (interstitial L τ R) 0 = 1 - ∑ a, 2 * (R a : ℂ) / L := by
  have hL' : (L : ℂ) ≠ 0 := Complex.ofReal_ne_zero.mpr hL.ne'
  have hcell : cell L = muffinTin 0 (L / 2) := by simp [cell, muffinTin]
  have h0 : waveNumber L 0 = 0 := by simp [waveNumber]
  unfold stepCoeff
  rw [h0, integral_interstitial 0 h.inside h.disjoint, hcell,
    integral_muffinTin_zero 0 (by positivity),
    Finset.sum_congr rfl (fun a _ => integral_muffinTin_zero (τ a) (h.nonneg a)),
    mul_sub, Finset.mul_sum]
  congr 1
  · push_cast
    field_simp
  · exact Finset.sum_congr rfl fun a _ => by ring
```

At $n \neq 0$ the same device gives the cell integral

$$
\int_{-L/2}^{L/2} e^{-iGx}\,dx = \frac{2\sin(GL/2)}{G} = \frac{2\sin(\pi n)}{G} = 0 ,
$$

and only the muffin tins remain:

$$
c_n(I) = -\sum_a e^{-iG\tau_a}\,\frac{2\sin(GR_a)}{GL}.
$$

The positions enter through the phases alone, as in a structure factor. In the proof, `hs` is the vanishing sine and `h0` the vanishing cell integral; the muffin-tin integrals are then inserted term by term.

```lean
/-- For an admissible geometry in a cell of length `L > 0` and `n ≠ 0`, the interstitial
coefficient is `-∑ exp(-iGτ_a) 2 sin(GR_a)/(GL)` with `G = 2πn/L`. -/
theorem stepCoeff_interstitial {ι : Type*} [Fintype ι] {L : ℝ} {τ R : ι → ℝ}
    (hL : 0 < L) (h : IsPacking L τ R) {n : ℤ} (hn : n ≠ 0) :
    stepCoeff L (interstitial L τ R) n = -∑ a, wave (waveNumber L n) (τ a) *
      (2 * Real.sin (waveNumber L n * R a) / (waveNumber L n * L)) := by
  have hG : waveNumber L n ≠ 0 :=
    div_ne_zero (mul_ne_zero Real.two_pi_pos.ne' (Int.cast_ne_zero.mpr hn)) hL.ne'
  have hcell : cell L = muffinTin 0 (L / 2) := by simp [cell, muffinTin]
  -- the full cell contributes nothing, since `sin(πn) = 0`
  have hs : Real.sin (waveNumber L n * (L / 2)) = 0 := by
    have e : waveNumber L n * (L / 2) = n * Real.pi := by
      linear_combination waveNumber_mul hL n / 2
    rw [e]
    exact Real.sin_int_mul_pi n
  have h0 : ∫ x in cell L, wave (waveNumber L n) x = 0 := by
    rw [hcell, integral_muffinTin 0 hG (by positivity), hs]
    simp
  unfold stepCoeff
  rw [integral_interstitial _ h.inside h.disjoint, h0, zero_sub, mul_neg, Finset.mul_sum]
  congr 1
  refine Finset.sum_congr rfl fun a _ => ?_
  rw [integral_muffinTin _ hG (h.nonneg a)]
  ring
```

Without disjointness the formulas can fail. Place two muffin tins of radius $L/4$ both at the origin. Their union is a single interval of length $L/2$, so the true coefficient at $n = 0$ is $1/2$, while the formula subtracts the interval twice and gives $0$. What the example rules out is an overlap of positive length. Muffin tins that merely touch share a single point, which changes no integral, although `IsPacking` excludes them too.

## One centred muffin tin

With a single muffin tin at $\tau = 0$, the phase is $e^{-iG\cdot 0} = 1$ and each sum has one term. The two general formulas become

$$
c_0 = 1 - \frac{2R}{L}, \qquad c_n = -\frac{2\sin(GR)}{GL} \quad (n \neq 0),
$$

where $c_n$ now denotes the coefficient for this geometry. The Lean statement writes the region directly as a difference of two intervals and the two cases as an `if`. The hypotheses $0 < R < L/2$ already imply $L > 0$. The proof identifies the region with an interstitial region whose labels form the one-element type `Unit`. The muffin tin lies in the cell because $R < L/2$, and disjointness holds trivially, as there is no second muffin tin.

```lean
/-- For one centred muffin tin with `0 < R < L/2`, the interstitial coefficient is
`1 - 2R/L` for `n = 0` and `-2 sin(GR)/(GL)` otherwise, with `G = 2πn/L`. -/
theorem stepCoeff_centred {L R : ℝ} (hR : 0 < R) (hRL : R < L / 2) (n : ℤ) :
    stepCoeff L (Icc (-(L / 2)) (L / 2) \ Icc (-R) R) n =
      if n = 0 then 1 - 2 * (R : ℂ) / L
      else -(2 * Real.sin (waveNumber L n * R) / (waveNumber L n * L)) := by
  have hL : 0 < L := by linarith
  have hset : Icc (-(L / 2)) (L / 2) \ Icc (-R) R
      = interstitial L (fun _ : Unit => 0) (fun _ => R) := by
    show _ = cell L \ ⋃ _a : Unit, muffinTin 0 R
    rw [iUnion_const]
    simp [cell, muffinTin]
  have hin : muffinTin 0 R ⊆ cell L := Icc_subset_Icc (by linarith) (by linarith)
  have hp : IsPacking L (fun _ : Unit => 0) (fun _ => R) :=
    ⟨fun _ => hR.le, fun _ => hin, fun a b hab => (hab (Subsingleton.elim a b)).elim⟩
  split_ifs with hn
  · subst hn
    rw [hset, stepCoeff_interstitial_zero hL hp]
    simp
  · rw [hset, stepCoeff_interstitial hL hp hn]
    simp [wave]
```

## Size and zeros of the coefficients

Return to $N$ muffin tins and take $n \neq 0$. The phases have modulus one, $|\sin(GR_a)| \le 1$ and $GL = 2\pi n$, so the triangle inequality gives

$$
|c_n(I)| \le \sum_a \frac{2\,|\sin(GR_a)|}{2\pi |n|} \le \frac{N}{\pi |n|}.
$$

The bound depends neither on the radii nor on the positions. In Lean, $N$ is `Fintype.card ι`. The step `hterm` bounds one muffin tin, and `norm_sum_le` is the triangle inequality.

```lean
/-- For an admissible geometry of `N` muffin tins in a cell of length `L > 0`, the
coefficients with `n ≠ 0` are at most `N/(π|n|)` in modulus. -/
theorem norm_stepCoeff_le {ι : Type*} [Fintype ι] {L : ℝ} {τ R : ι → ℝ}
    (hL : 0 < L) (h : IsPacking L τ R) {n : ℤ} (hn : n ≠ 0) :
    ‖stepCoeff L (interstitial L τ R) n‖ ≤ Fintype.card ι * (1 / (Real.pi * |(n : ℝ)|)) := by
  have hGL : (waveNumber L n : ℂ) * L = 2 * Real.pi * n := by
    exact_mod_cast waveNumber_mul hL n
  have hw : ∀ G x, ‖wave G x‖ = 1 := fun G x => by
    have e : -(Complex.I * (G : ℂ)) * x = ((-(G * x) : ℝ) : ℂ) * Complex.I := by
      push_cast; ring
    rw [wave, e, Complex.norm_exp_ofReal_mul_I]
  -- each muffin tin contributes at most `1/(π|n|)`
  have hterm : ∀ a, ‖wave (waveNumber L n) (τ a) *
      (2 * Real.sin (waveNumber L n * R a) / (waveNumber L n * L))‖
        ≤ 1 / (Real.pi * |(n : ℝ)|) := by
    intro a
    rw [norm_mul, hw, one_mul, hGL, mul_assoc,
      mul_div_mul_left _ _ (by norm_num : (2 : ℂ) ≠ 0), norm_div, norm_mul,
      Complex.norm_real, Complex.norm_real, Complex.norm_intCast, Real.norm_eq_abs,
      Real.norm_eq_abs, abs_of_pos Real.pi_pos]
    gcongr
    exact Real.abs_sin_le_one _
  rw [stepCoeff_interstitial hL h hn, norm_neg]
  refine (norm_sum_le _ _).trans ?_
  refine (Finset.sum_le_card_nsmul _ _ _ fun a _ => hterm a).trans ?_
  exact le_of_eq (by rw [nsmul_eq_mul, Finset.card_univ])
```

For one centred muffin tin and $n \neq 0$, the coefficient vanishes exactly when $\sin(GR) = 0$, that is, when $GR = k\pi$ for some integer $k$. Inserting $G = 2\pi n/L$ gives

$$
\frac{2\pi n R}{L} = k\pi \quad\Longleftrightarrow\quad 2nR = kL .
$$

The width $2R$ of the muffin tin is then a whole number of wavelengths $L/|n|$, and the plane wave averages to zero over it. The proof reduces the coefficient to its sine factor, applies `Real.sin_eq_zero_iff`, and converts between the two conditions for the same $k$.

```lean
/-- For one centred muffin tin with `0 < R < L/2` and `n ≠ 0`, the coefficient vanishes
exactly when `2nR` is an integer multiple of `L`. -/
theorem stepCoeff_centred_eq_zero_iff {L R : ℝ} (hR : 0 < R) (hRL : R < L / 2)
    {n : ℤ} (hn : n ≠ 0) :
    stepCoeff L (Icc (-(L / 2)) (L / 2) \ Icc (-R) R) n = 0 ↔
      ∃ k : ℤ, 2 * (n : ℝ) * R = k * L := by
  have hL : 0 < L := by linarith
  have hG : waveNumber L n ≠ 0 :=
    div_ne_zero (mul_ne_zero Real.two_pi_pos.ne' (Int.cast_ne_zero.mpr hn)) hL.ne'
  have hGL : (waveNumber L n : ℂ) * L ≠ 0 :=
    mul_ne_zero (Complex.ofReal_ne_zero.mpr hG) (Complex.ofReal_ne_zero.mpr hL.ne')
  have e := waveNumber_mul hL n
  rw [stepCoeff_centred hR hRL, if_neg hn, neg_eq_zero, div_eq_zero_iff, or_iff_left hGL,
    mul_eq_zero, or_iff_right (by norm_num : (2 : ℂ) ≠ 0), Complex.ofReal_eq_zero,
    Real.sin_eq_zero_iff]
  refine exists_congr fun k => ⟨fun hk => ?_, fun hk => ?_⟩
  · apply mul_left_cancel₀ Real.pi_ne_zero
    linear_combination -L * hk - R * e
  · apply mul_right_cancel₀ hL.ne'
    linear_combination -Real.pi * hk - R * e
```

Finally, take $R = L/4$ and $n = 1$. Then $GR = \pi/2$ and $GL = 2\pi$, hence

$$
c_1 = -\frac{2\sin(\pi/2)}{2\pi} = -\frac1\pi .
$$

Its modulus equals $N/(\pi|n|)$ for $N = 1$ and $n = 1$, so the constant in the bound can't be lowered for a single muffin tin. In the proof, `hq` is the value of $GR$ and `e'` that of $GL$.

```lean
/-- In a cell of length `L > 0`, a centred muffin tin of radius `L/4` has the `n = 1` interstitial
coefficient `-1/π`. -/
theorem stepCoeff_quarter {L : ℝ} (hL : 0 < L) :
    stepCoeff L (Icc (-(L / 2)) (L / 2) \ Icc (-(L / 4)) (L / 4)) 1
      = -(1 / (Real.pi : ℂ)) := by
  have e := waveNumber_mul hL 1
  rw [Int.cast_one, mul_one] at e
  have e' : (waveNumber L 1 : ℂ) * L = 2 * Real.pi := by exact_mod_cast e
  have hq : waveNumber L 1 * (L / 4) = Real.pi / 2 := by linear_combination e / 4
  rw [stepCoeff_centred (by positivity) (by linarith), if_neg one_ne_zero, hq,
    Real.sin_pi_div_two, e', Complex.ofReal_one,
    mul_div_mul_left _ _ (by norm_num : (2 : ℂ) ≠ 0)]

end

end InterstitialStepFunction
```

```lean
#print axioms InterstitialStepFunction.stepCoeff_interstitial
#print axioms InterstitialStepFunction.norm_stepCoeff_le
#print axioms InterstitialStepFunction.stepCoeff_centred_eq_zero_iff
#print axioms InterstitialStepFunction.stepCoeff_quarter
```

```
'InterstitialStepFunction.stepCoeff_interstitial' depends on axioms: [propext, Classical.choice, Quot.sound]
'InterstitialStepFunction.norm_stepCoeff_le' depends on axioms: [propext, Classical.choice, Quot.sound]
'InterstitialStepFunction.stepCoeff_centred_eq_zero_iff' depends on axioms: [propext, Classical.choice, Quot.sound]
'InterstitialStepFunction.stepCoeff_quarter' depends on axioms: [propext, Classical.choice, Quot.sound]
```
